# On a finite ring, an energy belongs to every Bloch matrix exactly when it has an eigenstate with linearly independent translates

In a tight-binding calculation with a flat band, one may want to trade the Bloch states for one orbital per cell: find a state at the flat-band energy, copy it into each of the $N$ cells, and use the copies as basis functions. The copies form a basis of the space they span only if they are linearly independent. One way to check this is to Fourier transform the trial state over the cells and see whether any component vanishes.

A trial state that passes exists at energy $E$ if and only if $E$ is an eigenvalue of every Bloch matrix. This is proved below for a periodic ring with finitely many orbitals per cell, any hopping blocks $h(R)$ and any complex $E$. The Hermitian case, $h(-R)=h(R)^\dagger$ with real $E$, is included. For non-interacting electrons on such a ring, an energy that occurs at every allowed $k$ therefore always has an eigenstate whose $N$ translates are linearly independent.

## The ring and its Hamiltonian

Cells are labelled by integers modulo $N\ge 1$, the type `ZMod N`, and the orbitals in a cell by a finite type `I`.

In Lean 4 with Mathlib:

```lean
import Mathlib

open Matrix

namespace FlatBandGenerators

noncomputable section

variable {N : ℕ} [NeZero N] {I : Type*} [Fintype I]
```

A state $\psi$ gives each cell $R$ a vector $\psi(R)$ of orbital amplitudes. The orbitals are taken as orthonormal, so there is no overlap matrix, and

$$(H\psi)(R)=\sum_{R'}h(R-R')\,\psi(R').$$

```lean
/-- The Hamiltonian with hopping blocks `h (R - R')` acting on a state `ψ`, which assigns to
each cell its vector of orbital amplitudes. -/
def hamiltonian (h : ZMod N → Matrix I I ℂ) (ψ : ZMod N → I → ℂ) : ZMod N → I → ℂ :=
  fun R => ∑ R', h (R - R') *ᵥ ψ R'
```

`hamiltonian h` is thus a map on states, not one large matrix. Its dependence on $R-R'$ alone expresses translation symmetry.

Write $\omega=e^{2\pi i/N}$. The Bloch matrix is

$$H(k)=\sum_R \omega^{-Rk}\,h(R).$$

```lean
/-- The Bloch matrix `H(k) = ∑ R, exp(-2πi k R / N) h(R)`. -/
def bloch (h : ZMod N → Matrix I I ℂ) (k : ZMod N) : Matrix I I ℂ :=
  ∑ R, ZMod.stdAddChar (-(R * k)) • h R
```

Here $k$ is an integer label modulo $N$; the textbook wavenumber is $2\pi k/N$ in units of the inverse cell length. `ZMod.stdAddChar x` is $\omega^x$.

The translate of $\psi$ by $a$ cells is $(T_a\psi)(R)=\psi(R-a)$.

```lean
/-- The state `ψ` moved by `a` cells around the ring. -/
def translate (a : ZMod N) (ψ : ZMod N → I → ℂ) : ZMod N → I → ℂ :=
  fun R => ψ (R - a)
```

## Fourier components of translates and of $H\psi$

Mathlib's transform `ZMod.dft` is unnormalised, $\hat\psi(k)=\sum_R\omega^{-Rk}\psi(R)$, and its inverse `ZMod.dft.symm` carries the factor $1/N$. Replacing $R$ by $R+a$ in the sum gives

$$\widehat{T_a\psi}(k)=\sum_R\omega^{-(R+a)k}\psi(R)=\omega^{-ak}\,\hat\psi(k).$$

```lean
omit [Fintype I] in
/-- Moving a state by `a` cells multiplies its Fourier component at `k` by the phase
`exp(-2πi a k / N)`. -/
theorem dft_translate (a : ZMod N) (ψ : ZMod N → I → ℂ) (k : ZMod N) :
    ZMod.dft (translate a ψ) k = ZMod.stdAddChar (-(a * k)) • ZMod.dft ψ k := by
  rw [ZMod.dft_apply, ZMod.dft_apply, Finset.smul_sum]
  refine (Equiv.sum_comp (Equiv.addRight a) _).symm.trans ?_
  refine Finset.sum_congr rfl fun R _ => ?_
  have e : -((R + a) * k) = -(a * k) + -(R * k) := by ring
  simp only [translate, Equiv.coe_addRight, add_sub_cancel_right]
  rw [e, AddChar.map_add_eq_mul, mul_smul]
```

`Equiv.sum_comp` makes the change of summation variable, and `AddChar.map_add_eq_mul` splits the phase.

For the Hamiltonian, exchange the two sums and set $S=R-R'$:

$$\widehat{H\psi}(k)=\sum_{R'}\omega^{-R'k}\Big(\sum_S\omega^{-Sk}h(S)\Big)\psi(R')=H(k)\,\hat\psi(k).$$

```lean
/-- In Fourier space the Hamiltonian acts at each `k` as the Bloch matrix `H(k)`. -/
theorem dft_hamiltonian (h : ZMod N → Matrix I I ℂ) (ψ : ZMod N → I → ℂ) (k : ZMod N) :
    ZMod.dft (hamiltonian h ψ) k = bloch h k *ᵥ ZMod.dft ψ k := by
  simp only [ZMod.dft_apply, hamiltonian, bloch, Finset.smul_sum, Matrix.mulVec_sum]
  rw [Finset.sum_comm]
  refine Finset.sum_congr rfl fun R' _ => ?_
  rw [Matrix.sum_mulVec]
  -- measure the row cell from the column cell
  refine (Equiv.sum_comp (Equiv.addRight R') _).symm.trans ?_
  refine Finset.sum_congr rfl fun R _ => ?_
  have e : -((R + R') * k) = -(R' * k) + -(R * k) := by ring
  simp only [Equiv.coe_addRight, add_sub_cancel_right]
  rw [e, AddChar.map_add_eq_mul, Matrix.mulVec_smul, Matrix.smul_mulVec, smul_smul]
```

After the shift, the code keeps the letter `R` for the difference called $S$ above.

## Independence means no missing component

Superpose the translates with coefficients $g(a)$. By linearity and the translation phase,

$$\widehat{\sum_a g(a)T_a\psi}\,(k)=\sum_a g(a)\,\omega^{-ak}\,\hat\psi(k)=\hat g(k)\,\hat\psi(k).$$

```lean
omit [Fintype I] in
/-- A superposition of translates of `ψ` with coefficients `g` has the Fourier components of
`ψ` multiplied by those of `g`. -/
theorem dft_superposition (g : ZMod N → ℂ) (ψ : ZMod N → I → ℂ) (k : ZMod N) :
    ZMod.dft (∑ a, g a • translate a ψ) k = ZMod.dft g k • ZMod.dft ψ k := by
  rw [map_sum, Finset.sum_apply, ZMod.dft_apply g, Finset.sum_smul]
  refine Finset.sum_congr rfl fun a _ => ?_
  rw [map_smul, Pi.smul_apply, dft_translate, smul_smul, smul_eq_mul, mul_comm (g a)]
```

Suppose $\hat\psi(k_0)=0$. The plane wave $g(a)=\omega^{ak_0}/N$ has $\hat g(k)=\delta_{k,k_0}$, so $\hat g(k)\hat\psi(k)=0$ for every $k$. The superposition is then zero although $g$ is not, and the translates are dependent.

Conversely, suppose $\hat\psi(k)\neq0$ for every $k$ and some superposition vanishes. Then $\hat g(k)\hat\psi(k)=0$ forces $\hat g(k)=0$ at each $k$, so $g=0$ and the translates are independent.

```lean
omit [Fintype I] in
/-- The cell translates of a state are linearly independent exactly when none of its Fourier
components vanishes. -/
theorem linearIndependent_translates_iff (ψ : ZMod N → I → ℂ) :
    LinearIndependent ℂ (fun a : ZMod N => translate a ψ) ↔ ∀ k, ZMod.dft ψ k ≠ 0 := by
  rw [Fintype.linearIndependent_iff]
  constructor
  · intro hli k hk
    -- a plane wave at the missing `k` annihilates the translates
    let g : ZMod N → ℂ := ZMod.dft.symm (Pi.single k 1)
    have hg : ZMod.dft g = Pi.single k 1 := LinearEquiv.apply_symm_apply _ _
    have hz : ∑ a, g a • translate a ψ = 0 := by
      apply ZMod.dft.injective
      funext q
      rw [dft_superposition, hg, map_zero, Pi.zero_apply]
      by_cases hq : q = k
      · rw [hq, hk, smul_zero]
      · rw [Pi.single_eq_of_ne hq, zero_smul]
    have g0 : g = 0 := funext (hli g hz)
    rw [g0, map_zero] at hg
    have := congrFun hg k
    simp at this
  · intro hne g hg
    have g0 : g = 0 := by
      apply ZMod.dft.injective
      funext k
      have hk := dft_superposition g ψ k
      rw [hg, map_zero, Pi.zero_apply] at hk
      rw [map_zero, Pi.zero_apply]
      exact (smul_eq_zero.1 hk.symm).resolve_right (hne k)
    exact fun a => congrFun g0 a
```

The code obtains the plane wave as the inverse transform of `Pi.single k 1`. In both directions, injectivity of the transform carries a statement about Fourier components back to the cells.

## From Bloch eigenvectors to a generator

Suppose vectors $u(k)$ satisfy $H(k)u(k)=E\,u(k)$ for every $k$. Let $\psi$ be the inverse transform,

$$\psi(R)=\frac1N\sum_k\omega^{Rk}u(k).$$

Then $\widehat{H\psi}(k)=H(k)u(k)=E\,u(k)=\widehat{E\psi}(k)$, and hence $H\psi=E\psi$.

```lean
/-- Vectors `u k` with `H(k) u k = E u k` at every `k` are the Fourier components of a state
`ψ` with `H ψ = E ψ`. -/
theorem hamiltonian_of_bloch (h : ZMod N → Matrix I I ℂ) (E : ℂ) (u : ZMod N → I → ℂ)
    (hu : ∀ k, bloch h k *ᵥ u k = E • u k) :
    hamiltonian h (ZMod.dft.symm u) = E • ZMod.dft.symm u := by
  apply ZMod.dft.injective
  funext k
  rw [dft_hamiltonian, map_smul, Pi.smul_apply, LinearEquiv.apply_symm_apply, hu]
```

The equivalence follows. If $H\psi=E\psi$ and the translates are independent, then $\hat\psi(k)$ is nonzero and $H(k)\hat\psi(k)=E\hat\psi(k)$, so it is an eigenvector at each $k$. In the other direction, choose one nonzero eigenvector $u(k)$ for each $k$ and transform back. The resulting $\psi$ has energy $E$ and no vanishing component.

```lean
/-- There is a state with `H ψ = E ψ` whose cell translates are linearly independent if and
only if `E` is an eigenvalue of every Bloch matrix. -/
theorem exists_generator_iff_flat_band (h : ZMod N → Matrix I I ℂ) (E : ℂ) :
    (∃ ψ, hamiltonian h ψ = E • ψ ∧
      LinearIndependent ℂ (fun a : ZMod N => translate a ψ)) ↔
    ∀ k, ∃ u, u ≠ 0 ∧ bloch h k *ᵥ u = E • u := by
  constructor
  · rintro ⟨ψ, hψ, hli⟩ k
    refine ⟨ZMod.dft ψ k, (linearIndependent_translates_iff ψ).1 hli k, ?_⟩
    rw [← dft_hamiltonian, hψ, map_smul, Pi.smul_apply]
  · intro hflat
    choose u hu0 hu using hflat
    refine ⟨ZMod.dft.symm u, hamiltonian_of_bloch h E u hu, ?_⟩
    rw [linearIndependent_translates_iff, LinearEquiv.apply_symm_apply]
    exact hu0
```

The left side of the theorem asks for a state with `hamiltonian h ψ = E • ψ` and independent translates. The right side spells out "eigenvalue" as a nonzero vector `u` for each `k`. The tactic `choose` picks the eigenvectors, one per `k`, with no relation required between neighbouring values.

The word "generator" in the theorem's name means only that the translates are independent. They span $N$ dimensions, which is the whole eigenspace when every $H(k)$ has just one independent eigenvector at $E$, but not when some $H(k)$ has more, as happens when two flat bands of a Hermitian model share the energy.

For $N=1$ there is one cell, one translate and one Bloch matrix, $H(0)=h(0)$. Independence of the single translate means $\psi\ne0$, and the theorem reduces to the definition of an eigenvalue of $h(0)$.

## Amplitudes that sum to zero

The component at $k=0$ is the plain sum $\hat\psi(0)=\sum_R\psi(R)$. If it vanishes for each orbital, the translates are dependent; indeed, the sum of all translates is then zero.

```lean
omit [Fintype I] in
/-- A state whose amplitudes sum to zero over the cells, for each orbital, has linearly
dependent translates. -/
theorem dependent_of_sum_eq_zero (ψ : ZMod N → I → ℂ) (hs : ∑ R, ψ R = 0) :
    ¬ LinearIndependent ℂ (fun a : ZMod N => translate a ψ) := by
  rw [linearIndependent_translates_iff]
  intro hne
  exact hne 0 (by simp [ZMod.dft_apply, hs])
```

The condition is sufficient for dependence. For $N\ge2$ it is not necessary, since a component may vanish at another $k$ instead.

## Three cells with a flat band at zero energy

Take $N=3$, two orbitals per cell, $h(0)=0$ and

$$h(1)=h(2)=J=\begin{pmatrix}1&1\\1&1\end{pmatrix}.$$

Since $\omega+\omega^2=-1$, the Bloch matrices are $H(0)=2J$ and $H(1)=H(2)=-J$. The eigenvalues of $J$ are $0$ and $2$, so the spectra are $\{0,4\}$, $\{0,-2\}$ and $\{0,-2\}$. Only $E=0$ occurs at every $k$, with eigenvector $d=(1,-1)$.

Three trial states at $E=0$ show the check at work:

- With $d$ on cell 0 alone, $\hat\psi(k)=d$ for all $k$, and the translates are independent.
- With $d$ on cell 0 and $-d$ on cell 1, $\hat\psi(k)=(1-\omega^{-k})\,d$ vanishes at $k=0$. The three translates add up to zero.
- With $d$ on cells 0 and 1, $\hat\psi(k)=(1+\omega^{-k})\,d$ never vanishes, and the translates are independent. On four cells, with the same nearest-neighbour hopping, the component at $k=2$ does vanish, so the answer can change with the size of the ring.

At $E=4$ there is the uniform state with $(1,1)$ in each cell, but its three translates coincide, as befits an energy found at $k=0$ only.

## Orthonormal translates

Independent translates may still overlap. To control the overlaps, expand both transforms and use $\sum_k\omega^{k(R-R')}=N\delta_{R,R'}$:

$$\sum_k\hat\varphi(k)^\dagger\hat\psi(k)=\sum_{R,R'}\varphi(R)^\dagger\psi(R')\sum_k\omega^{k(R-R')}=N\sum_R\varphi(R)^\dagger\psi(R).$$

```lean
/-- Parseval's identity: the overlaps of Fourier components, summed over `k`, give `N` times
the overlap of the two states. -/
theorem parseval (φ ψ : ZMod N → I → ℂ) :
    ∑ k, star (ZMod.dft φ k) ⬝ᵥ ZMod.dft ψ k = N * ∑ R, star (φ R) ⬝ᵥ ψ R := by
  have hk : ∀ k, star (ZMod.dft φ k) ⬝ᵥ ZMod.dft ψ k =
      ∑ R, ∑ R', ZMod.stdAddChar (k * (R - R')) * (star (φ R) ⬝ᵥ ψ R') := by
    intro k
    rw [ZMod.dft_apply, ZMod.dft_apply, star_sum, sum_dotProduct]
    refine Finset.sum_congr rfl fun R _ => ?_
    rw [dotProduct_sum]
    refine Finset.sum_congr rfl fun R' _ => ?_
    have e : k * (R - R') = R * k + -(R' * k) := by ring
    rw [star_smul, smul_dotProduct, dotProduct_smul, e, AddChar.map_add_eq_mul,
      AddChar.map_neg_eq_conj _ (R * k)]
    simp only [smul_eq_mul, Complex.star_def, Complex.conj_conj]
    ring
  rw [Finset.sum_congr rfl fun k _ => hk k, Finset.sum_comm, Finset.mul_sum]
  refine Finset.sum_congr rfl fun R _ => ?_
  rw [Finset.sum_comm]
  -- the sum over `k` keeps only `R' = R`
  simp_rw [← Finset.sum_mul, AddChar.sum_mulShift _ (ZMod.isPrimitive_stdAddChar N)]
  rw [Finset.sum_eq_single R]
  · simp [ZMod.card]
  · intro R' _ hne
    simp [sub_eq_zero, hne.symm]
  · simp
```

The local fact `hk` is the expansion at fixed $k$, and `AddChar.sum_mulShift` is the orthogonality of the phases. The factor $N$ comes from the unnormalised transform.

Now normalise each Bloch eigenvector: $v(k)=u(k)/\sqrt r$ with $r=\sum_j|u_j(k)|^2>0$, so that $v(k)^\dagger v(k)=1$. Let $\psi$ be the inverse transform of $v$. It has energy $E$ as before, and Parseval's identity gives

$$N\sum_R (T_a\psi)(R)^\dagger (T_b\psi)(R)=\sum_k\omega^{ak}\omega^{-bk}\,v(k)^\dagger v(k)=\sum_k\omega^{k(a-b)}=N\delta_{a,b}.$$

Dividing by $N$ shows that the translates are orthonormal.

```lean
/-- If `E` is an eigenvalue of every Bloch matrix, some state with `H ψ = E ψ` has orthonormal cell
translates. -/
theorem exists_wannier_of_flat_band (h : ZMod N → Matrix I I ℂ) (E : ℂ)
    (hflat : ∀ k, ∃ u, u ≠ 0 ∧ bloch h k *ᵥ u = E • u) :
    ∃ ψ, hamiltonian h ψ = E • ψ ∧ ∀ a b : ZMod N,
      ∑ R, star (translate a ψ R) ⬝ᵥ translate b ψ R = if a = b then 1 else 0 := by
  -- normalise the Bloch eigenvector at each `k`
  have hnorm : ∀ k, ∃ v, star v ⬝ᵥ v = 1 ∧ bloch h k *ᵥ v = E • v := by
    intro k
    obtain ⟨u, hu0, hu⟩ := hflat k
    obtain ⟨i, hi⟩ := Function.ne_iff.1 hu0
    have hr : 0 < ∑ j, ‖u j‖ ^ 2 :=
      Finset.sum_pos' (fun j _ => sq_nonneg _)
        ⟨i, Finset.mem_univ i, pow_pos (norm_pos_iff.2 hi) 2⟩
    have huu : star u ⬝ᵥ u = ((∑ j, ‖u j‖ ^ 2 : ℝ) : ℂ) := by
      simp [dotProduct, Complex.conj_mul']
    generalize (∑ j, ‖u j‖ ^ 2) = r at hr huu
    have hc : (Real.sqrt r)⁻¹ * ((Real.sqrt r)⁻¹ * r) = 1 := by
      have hs : Real.sqrt r ≠ 0 := (Real.sqrt_pos.2 hr).ne'
      have hq : r = Real.sqrt r * Real.sqrt r := (Real.mul_self_sqrt hr.le).symm
      calc (Real.sqrt r)⁻¹ * ((Real.sqrt r)⁻¹ * r)
          = (Real.sqrt r)⁻¹ * ((Real.sqrt r)⁻¹ * (Real.sqrt r * Real.sqrt r)) := by
            rw [← hq]
        _ = 1 := by rw [inv_mul_cancel_left₀ hs, inv_mul_cancel₀ hs]
    refine ⟨(((Real.sqrt r)⁻¹ : ℝ) : ℂ) • u, ?_, ?_⟩
    · rw [star_smul, smul_dotProduct, dotProduct_smul, huu, Complex.star_def,
        Complex.conj_ofReal, smul_eq_mul, smul_eq_mul]
      exact_mod_cast hc
    · rw [Matrix.mulVec_smul, hu, smul_comm]
  choose v hv1 hv using hnorm
  refine ⟨ZMod.dft.symm v, hamiltonian_of_bloch h E v hv, fun a b => ?_⟩
  have hp := parseval (translate a (ZMod.dft.symm v)) (translate b (ZMod.dft.symm v))
  have hk : ∀ k, star (ZMod.dft (translate a (ZMod.dft.symm v)) k) ⬝ᵥ
      ZMod.dft (translate b (ZMod.dft.symm v)) k = ZMod.stdAddChar (k * (a - b)) := by
    intro k
    have e : k * (a - b) = a * k + -(b * k) := by ring
    rw [dft_translate, dft_translate, LinearEquiv.apply_symm_apply, star_smul,
      smul_dotProduct, dotProduct_smul, hv1, e, AddChar.map_add_eq_mul,
      AddChar.map_neg_eq_conj _ (a * k)]
    simp only [smul_eq_mul, Complex.star_def, Complex.conj_conj, mul_one]
  rw [Finset.sum_congr rfl fun k _ => hk k,
    AddChar.sum_mulShift _ (ZMod.isPrimitive_stdAddChar N)] at hp
  have hN : (N : ℂ) ≠ 0 := Nat.cast_ne_zero.2 (NeZero.ne N)
  apply mul_left_cancel₀ hN
  rw [← hp]
  by_cases hab : a = b
  · simp [hab, ZMod.card]
  · simp [hab, sub_eq_zero]

end

end FlatBandGenerators
```

```lean
#print axioms FlatBandGenerators.exists_generator_iff_flat_band
#print axioms FlatBandGenerators.dependent_of_sum_eq_zero
#print axioms FlatBandGenerators.exists_wannier_of_flat_band
```

```
'FlatBandGenerators.exists_generator_iff_flat_band' depends on axioms: [propext, Classical.choice, Quot.sound]
'FlatBandGenerators.dependent_of_sum_eq_zero' depends on axioms: [propext, Classical.choice, Quot.sound]
'FlatBandGenerators.exists_wannier_of_flat_band' depends on axioms: [propext, Classical.choice, Quot.sound]
```

The first half, `hnorm`, performs the normalisation; positivity of $r$ comes from one nonzero entry of $u$. The second half applies `parseval` to two translates, evaluates each term in `hk`, and cancels the factor $N$.

The word "wannier" in the theorem's name refers to an eigenstate with orthonormal translates, with no claim about its spatial extent. In the three-cell example, $v(k)=w=d/\sqrt2$ at all $k$ gives $w$ on cell 0 and nothing elsewhere. Reversing the sign of $v(0)$ alone gives $w/3$ on cell 0 and $-2w/3$ on each of the other two. Its translates are orthonormal as well, but the state is spread over the whole ring.

The theorem therefore leaves localisation open: it does not say how the orbital's weight is distributed over the cells, and the example shows that this distribution can depend on the phases chosen for the eigenvectors.
